# Enclosed charge of a spherical density with a uniform neutralising background

A continuous spherical charge density ρ is given a uniform background whose charge in the cell of radius S > 0 is opposite to that of ρ there. With Q(r) = 4π∫₀ʳ s²ρ(s) ds for the charge of ρ inside radius r, the theorem states that the charge with the background included is Q(r) − Q(S)r³/S³. No sign or normalisation is assumed for ρ, and the identity is stated for every real r, with the same constant subtracted from ρ everywhere, also outside the cell. The proof first shows, for any constant c, that subtracting c from ρ lowers ∫₀ʳ s²ρ(s) ds by cr³/3, by splitting the integral of a difference; it then puts in the background's density and simplifies.

In Lean, a first try:

```lean
import Mathlib

open Set Real MeasureTheory

namespace ChargeNeutralize

noncomputable section

variable {ρ σ : ℝ → ℝ} {S : ℝ}

/-- The radial moment of order `k - 2` of the spherical charge density `ρ` inside radius `r`:
the enclosed charge for `k = 2`, the second moment for `k = 4`. -/
def moment (k : ℕ) (ρ : ℝ → ℝ) (r : ℝ) : ℝ := 4 * π * ∫ s in (0:ℝ)..r, s ^ k * ρ s

local notation "charge" => moment 2

/-- The density `ρ` together with a uniform background of opposite total charge in the cell
of radius `S`, for `S > 0`. -/
def neutralize (ρ : ℝ → ℝ) (S : ℝ) : ℝ → ℝ :=
  fun s => ρ s - charge ρ S / (4 * π * S ^ 3 / 3)

/-- For a continuous density and `S > 0`, the uniform background lowers the charge inside
radius `r` by `r ^ 3 / S ^ 3` times the total charge. -/
theorem charge_neutralize (hS : 0 < S) (hρ : Continuous ρ) (r : ℝ) :
    charge (neutralize ρ S) r = charge ρ r - charge ρ S * r ^ 3 / S ^ 3 := by
  have key : ∀ c : ℝ, ∫ s in (0:ℝ)..r, s ^ 2 * (ρ s - c)
      = (∫ s in (0:ℝ)..r, s ^ 2 * ρ s) - c * (r ^ 3 / 3) := by
    intro c
    have i1 := ((continuous_pow 2).mul hρ).intervalIntegrable (μ := volume) 0 r
    have i2 : IntervalIntegrable (fun s : ℝ => c * s ^ 2) volume 0 r :=
      (continuous_const.mul (continuous_pow 2)).intervalIntegrable 0 r
    simp only [mul_sub, mul_comm _ c]
    rw [intervalIntegral.integral_sub i1 i2, intervalIntegral.integral_const_mul, integral_pow]
    push_cast
    ring
  have hπ := Real.pi_pos
  have e : charge (neutralize ρ S) r = 4 * π * ((∫ s in (0:ℝ)..r, s ^ 2 * ρ s)
      - charge ρ S / (4 * π * S ^ 3 / 3) * (r ^ 3 / 3)) :=
    congrArg (fun x => 4 * π * x) (key _)
  have e2 : 4 * π * (charge ρ S / (4 * π * S ^ 3 / 3) * (r ^ 3 / 3))
      = charge ρ S * r ^ 3 / S ^ 3 := by
    field_simp
  rw [e, mul_sub, e2]
  rfl

end

end ChargeNeutralize
```

The error:

```
Main.lean:33:8: error: Tactic `rewrite` failed: Did not find an occurrence of the pattern
  ∫ (x : ℝ) in 0..r, ((fun a => a ^ 2) * ρ) x - c * x ^ 2
in the target expression
  ∫ (s : ℝ) in 0..r, s ^ 2 * ρ s - c * s ^ 2 = (∫ (s : ℝ) in 0..r, s ^ 2 * ρ s) - c * (r ^ 3 / 3)

ρ : ℝ → ℝ
S : ℝ
hS : 0 < S
hρ : Continuous ρ
r c : ℝ
i1 : IntervalIntegrable ((fun a => a ^ 2) * ρ) volume 0 r
i2 : IntervalIntegrable (fun s => c * s ^ 2) volume 0 r
⊢ ∫ (s : ℝ) in 0..r, s ^ 2 * ρ s - c * s ^ 2 = (∫ (s : ℝ) in 0..r, s ^ 2 * ρ s) - c * (r ^ 3 / 3)
```

Cause. The rewrite with `intervalIntegral.integral_sub i1 i2` takes its integrands from the types of `i1` and `i2`. The type of `i1` was left to Lean, which took it from the continuity proof built with `.mul`: there the integrand is a product of two functions, `(fun a => a ^ 2) * ρ`. The rewrite therefore looked for `((fun a => a ^ 2) * ρ) x`, while the goal has the product of values `s ^ 2 * ρ s`. The two are equal by definition, but `rw` does not unfold the multiplication of functions when it searches for its pattern, so it found no match.

The repair states the type of `i1` with the integrand `fun s => s ^ 2 * ρ s`. Lean accepts the same continuity argument for it, since the two forms agree by definition, and the pattern now has the form of the goal. The argument `(μ := volume)` is dropped because the stated type already fixes the measure; this is mere tidying.

As a diff, the version that Lean accepts:

```diff
@@ -27,5 +27,6 @@
       = (∫ s in (0:ℝ)..r, s ^ 2 * ρ s) - c * (r ^ 3 / 3) := by
     intro c
-    have i1 := ((continuous_pow 2).mul hρ).intervalIntegrable (μ := volume) 0 r
+    have i1 : IntervalIntegrable (fun s => s ^ 2 * ρ s) volume 0 r :=
+      ((continuous_pow 2).mul hρ).intervalIntegrable 0 r
     have i2 : IntervalIntegrable (fun s : ℝ => c * s ^ 2) volume 0 r :=
       (continuous_const.mul (continuous_pow 2)).intervalIntegrable 0 r
```
